# The greatest Fisher information of spin measurements on a mixed qubit is $|d|^2+(r\cdot d)^2/(1-|r|^2)$

## Which spin axis reveals most about a parameter?

If I estimate a parameter $t$ from spin measurements on a mixed qubit and get poor precision, I can't tell whether the state or my choice of axis is to blame. Measuring along the direction in which the Bloch vector moves can already waste information. I believe that for a Bloch vector $r(t)$ with derivative $d$ at $\theta$ and $|r(\theta)|<1$, the best axis gives a Fisher information of exactly

$$Q=|d|^2+\frac{(r\cdot d)^2}{1-|r|^2}.$$

Can this be made rigorous, starting from Born probabilities, and checked by machine?

## The best axis lies along $d+kr$

Yes. Below, $r$ means $r(\theta)$, and $n$ is a unit vector.

**From probabilities to a formula.** The state is $\rho=(1+r\cdot\sigma)/2$, and the projector on spin up along $n$ is $(1+n\cdot\sigma)/2$. Pauli matrices are traceless and $\mathrm{tr}[(r\cdot\sigma)(n\cdot\sigma)]=2\,n\cdot r$, so the outcomes $\pm$ have probabilities $(1\pm n\cdot r)/2$, with derivatives $\pm n\cdot d/2$. The Fisher information $F(n)$ is the sum over the two outcomes of squared derivative over probability. Writing $x=n\cdot r$ and $y=n\cdot d$,

$$F(n)=\frac{y^2}{2}\left(\frac1{1+x}+\frac1{1-x}\right)=\frac{y^2}{1-x^2}.$$

**Upper bound.** Let $k=r\cdot d/(1-|r|^2)$ and $b=d+kr$. Then $r\cdot b=k$, $n\cdot b=y+kx$ and $|b|^2-k^2=|d|^2+k\,r\cdot d=Q$. Cauchy–Schwarz with $|r|<1$ gives $|v|^2-(r\cdot v)^2\ge0$ for every $v$. For $v=b-cn$ this reads

$$Q-2cy+c^2(1-x^2)\ge0,$$

and $c=y/(1-x^2)$ turns it into $F(n)\le Q$.

**Attainment.** Suppose $b=cn$. Projecting on $n$ and $r$ gives $c=y+kx$ and $k=cx$, hence $y=c(1-x^2)$. Now $v=0$, so the inequality is an equality and $F(n)=Q$. If $b\ne0$, take $n=b/|b|$; if $b=0$, any axis works with $c=0$.

**The operator form.** Let $L=-k+b\cdot\sigma$. Since $(b\cdot\sigma)(r\cdot\sigma)+(r\cdot\sigma)(b\cdot\sigma)=2\,b\cdot r$,

$$L\rho+\rho L=(b\cdot r-k)+(b-kr)\cdot\sigma=d\cdot\sigma.$$

Since $\partial_t\rho=d\cdot\sigma/2$ at $\theta$, this says $(L\rho+\rho L)/2=\partial_t\rho$, so $L$ is a symmetric logarithmic derivative. By cyclicity, $\mathrm{tr}(\rho L^2)=\tfrac12\mathrm{tr}[(d\cdot\sigma)L]=d\cdot b=Q$.

**An example.** Take $r=(3/5,0,0)$ and $d=(1,1,0)$. Then $Q=2+\frac{9/25}{16/25}=41/16\approx2.56$, while measuring along $d$ gives $2/(1-9/50)=100/41\approx2.44$. Here $k=15/16$ and $b=(25/16,1,0)$, so the best axis is $(25,16,0)/\sqrt{881}$, which gives $\frac{41^2}{881-15^2}=41/16$.

## What the Lean theorems say

`isGreatest_fisherInfo` takes a curve `r` of real 3-vectors with derivative `d` at `θ` (`HasDerivAt`) and `r θ ⬝ᵥ r θ < 1`, the condition that the state is mixed. `IsGreatest` says that $Q$ bounds the Fisher information for all unit axes and is reached by one of them. Lengths are written as dot products because the built-in norm on `Fin 3 → ℝ` is the maximum norm. `fisherInfo` is the sum of squared derivative over probability for the outcomes `n` and `-n`, with the axis fixed as $t$ varies.

`sld_spec` states that `sld r d` is Hermitian, solves the equation for $L$, and has second moment $\mathrm{tr}(\rho L^2)=Q$. This second moment is the quantum Fisher information, hence the name `qfi` in the code. Like the lemmas on the Fisher information, `sld_spec` assumes `r ⬝ᵥ r < 1`, which the docstrings don't always repeat.

The maximum is over projective measurements on one copy; general measurements (POVMs) and pure states are not covered. For single-qubit sensing with such measurements, $Q$ sets the benchmark for choosing an axis near a known parameter value.

```lean
import Mathlib

open Matrix

namespace QubitFisherInformation

noncomputable section

/-- The spin operator `v·σ` for a real vector `v`, written out in the Pauli matrices. -/
def pauliDot (v : Fin 3 → ℝ) : Matrix (Fin 2) (Fin 2) ℂ :=
  !![(v 2 : ℂ), v 0 - v 1 * Complex.I; v 0 + v 1 * Complex.I, -(v 2 : ℂ)]

/-- The matrix `(1 + v·σ)/2`: a qubit state with Bloch vector `v`, or for a unit vector
the projector on spin up along `v`. -/
def blochMatrix (v : Fin 3 → ℝ) : Matrix (Fin 2) (Fin 2) ℂ :=
  (1 / 2 : ℂ) • (1 + pauliDot v)

/-- Born probability of finding spin up along `n` in the state with Bloch vector `r`. -/
def outcomeProb (n r : Fin 3 → ℝ) : ℝ := (trace (blochMatrix r * blochMatrix n)).re

/-- Classical Fisher information about the parameter at `θ`, from the two outcomes
(up along `n`, up along `-n`) of a spin measurement on the states `r t`. -/
def fisherInfo (r : ℝ → Fin 3 → ℝ) (n : Fin 3 → ℝ) (θ : ℝ) : ℝ :=
  (deriv (fun t => outcomeProb n (r t)) θ) ^ 2 / outcomeProb n (r θ) +
  (deriv (fun t => outcomeProb (-n) (r t)) θ) ^ 2 / outcomeProb (-n) (r θ)

/-- The expression `|d|² + (r·d)²/(1 - |r|²)` in the Bloch vector and its derivative. -/
def qfi (r d : Fin 3 → ℝ) : ℝ := d ⬝ᵥ d + (r ⬝ᵥ d) ^ 2 / (1 - r ⬝ᵥ r)

/-- The coefficient `r·d/(1 - |r|²)`. -/
def radialWeight (r d : Fin 3 → ℝ) : ℝ := (r ⬝ᵥ d) / (1 - r ⬝ᵥ r)

/-- The vector `d + (r·d)/(1 - |r|²) r`. -/
def sldVector (r d : Fin 3 → ℝ) : Fin 3 → ℝ := d + radialWeight r d • r

/-- The operator `-(r·d)/(1 - |r|²) + b·σ`, where `b` is `sldVector r d`. -/
def sld (r d : Fin 3 → ℝ) : Matrix (Fin 2) (Fin 2) ℂ :=
  (-(radialWeight r d : ℂ)) • 1 + pauliDot (sldVector r d)

/-- The trace of a product of two spin operators is twice the scalar product. -/
theorem trace_pauliDot_mul (u v : Fin 3 → ℝ) :
    trace (pauliDot u * pauliDot v) = 2 * ((u ⬝ᵥ v : ℝ) : ℂ) := by
  simp [pauliDot, Matrix.trace_fin_two, dotProduct, Fin.sum_univ_three]
  linear_combination (-2 * (u 1 : ℂ) * v 1) * Complex.I_sq

/-- Spin up along `n` is found with probability `(1 + n·r)/2`. -/
theorem outcomeProb_eq (n r : Fin 3 → ℝ) : outcomeProb n r = (1 + n ⬝ᵥ r) / 2 := by
  have t0 : ∀ v, trace (pauliDot v) = 0 := fun v => by
    simp [pauliDot, Matrix.trace_fin_two]
  have h : trace (blochMatrix r * blochMatrix n) = (((1 + n ⬝ᵥ r) / 2 : ℝ) : ℂ) := by
    simp only [blochMatrix, smul_mul_assoc, mul_smul_comm, mul_add, add_mul, one_mul,
      mul_one, trace_smul, trace_add, t0, trace_pauliDot_mul, trace_one, Fintype.card_fin,
      smul_eq_mul, dotProduct_comm r n]
    push_cast
    ring
  rw [outcomeProb, h, Complex.ofReal_re]

/-- For a mixed state, the component of the Bloch vector along `v` obeys `(r·v)² ≤ |v|²`,
and strictly `(r·v)² < 1` if `v` is a unit vector. -/
theorem bloch_component_bound (r v : Fin 3 → ℝ) (hr : r ⬝ᵥ r < 1) :
    (r ⬝ᵥ v) ^ 2 ≤ v ⬝ᵥ v ∧ (v ⬝ᵥ v = 1 → (v ⬝ᵥ r) ^ 2 < 1) := by
  have cs : (r ⬝ᵥ v) ^ 2 ≤ (r ⬝ᵥ r) * (v ⬝ᵥ v) := by
    simp only [dotProduct, Fin.sum_univ_three]
    nlinarith [sq_nonneg (r 0 * v 1 - r 1 * v 0), sq_nonneg (r 0 * v 2 - r 2 * v 0),
      sq_nonneg (r 1 * v 2 - r 2 * v 1)]
  have hv : 0 ≤ v ⬝ᵥ v := by
    simp only [dotProduct, Fin.sum_univ_three]
    nlinarith [sq_nonneg (v 0), sq_nonneg (v 1), sq_nonneg (v 2)]
  refine ⟨by nlinarith, fun h => ?_⟩
  rw [h, mul_one] at cs
  rw [dotProduct_comm v r]
  linarith

/-- The Fisher information of a spin measurement along `n` is `(n·d)²/(1 - (n·r)²)`. -/
theorem fisherInfo_eq (r : ℝ → Fin 3 → ℝ) (d n : Fin 3 → ℝ) (θ : ℝ)
    (hd : HasDerivAt r d θ) (hr : r θ ⬝ᵥ r θ < 1) (hn : n ⬝ᵥ n = 1) :
    fisherInfo r n θ = (n ⬝ᵥ d) ^ 2 / (1 - (n ⬝ᵥ r θ) ^ 2) := by
  have hp : ∀ m : Fin 3 → ℝ,
      deriv (fun t => outcomeProb m (r t)) θ = (m ⬝ᵥ d) / 2 := fun m => by
    have h0 := hasDerivAt_pi.1 hd
    have h1 := (((h0 0).const_mul (m 0)).fun_add ((h0 1).const_mul (m 1))).fun_add
      ((h0 2).const_mul (m 2))
    have h2 := (HasDerivAt.const_add (1 : ℝ) h1).div_const 2
    simp only [outcomeProb_eq, dotProduct, Fin.sum_univ_three]
    exact h2.deriv
  have hx := (bloch_component_bound (r θ) n hr).2 hn
  rw [fisherInfo, hp, hp, outcomeProb_eq, outcomeProb_eq, neg_dotProduct, neg_dotProduct]
  generalize n ⬝ᵥ r θ = x at hx ⊢
  generalize n ⬝ᵥ d = y
  -- both outcomes have positive probability
  have h1 : 1 + x ≠ 0 := by
    have : 0 < 1 + x := by nlinarith
    exact this.ne'
  have h2 : 1 - x ≠ 0 := by
    have : 0 < 1 - x := by nlinarith
    exact this.ne'
  rw [show 1 - x ^ 2 = (1 + x) * (1 - x) by ring, show 1 + -x = 1 - x by ring]
  field_simp
  ring

/-- No measurement axis gives more than `|d|² + (r·d)²/(1 - |r|²)`. -/
theorem fisher_le_qfi (r d n : Fin 3 → ℝ) (hr : r ⬝ᵥ r < 1) (hn : n ⬝ᵥ n = 1) :
    (n ⬝ᵥ d) ^ 2 / (1 - (n ⬝ᵥ r) ^ 2) ≤ qfi r d := by
  have hx : 0 < 1 - (n ⬝ᵥ r) ^ 2 := by linarith [(bloch_component_bound r n hr).2 hn]
  have hk : radialWeight r d * (1 - r ⬝ᵥ r) = r ⬝ᵥ d :=
    div_mul_cancel₀ _ (by linarith)
  have hq : qfi r d = d ⬝ᵥ d + radialWeight r d * (r ⬝ᵥ d) := by
    unfold qfi radialWeight; ring
  obtain ⟨c, hc⟩ : ∃ c, c * (1 - (n ⬝ᵥ r) ^ 2) = n ⬝ᵥ d :=
    ⟨_, div_mul_cancel₀ _ hx.ne'⟩
  -- positivity of `|v|² - (r·v)²` at `v = b - c n` is the bound
  have hv := (bloch_component_bound r (sldVector r d - c • n) hr).1
  have e1 : (sldVector r d - c • n) ⬝ᵥ (sldVector r d - c • n) =
      d ⬝ᵥ d + 2 * radialWeight r d * (r ⬝ᵥ d) + radialWeight r d ^ 2 * (r ⬝ᵥ r)
        - 2 * c * (n ⬝ᵥ d + radialWeight r d * (n ⬝ᵥ r)) + c ^ 2 * (n ⬝ᵥ n) := by
    unfold sldVector
    generalize radialWeight r d = k
    simp only [dotProduct, Fin.sum_univ_three, Pi.add_apply, Pi.sub_apply, Pi.smul_apply,
      smul_eq_mul]
    ring
  have e2 : r ⬝ᵥ (sldVector r d - c • n) = radialWeight r d - c * (n ⬝ᵥ r) := by
    simp only [sldVector, dotProduct_sub, dotProduct_add, dotProduct_smul, smul_eq_mul,
      dotProduct_comm r n]
    linear_combination -hk
  rw [e1, e2, hn] at hv
  rw [div_le_iff₀ hx, hq, ← hc]
  have h3 : c ^ 2 * (1 - (n ⬝ᵥ r) ^ 2) ≤ d ⬝ᵥ d + radialWeight r d * (r ⬝ᵥ d) := by
    rw [← hc] at hv
    linear_combination hv - radialWeight r d * hk
  calc (c * (1 - (n ⬝ᵥ r) ^ 2)) ^ 2
      = c ^ 2 * (1 - (n ⬝ᵥ r) ^ 2) * (1 - (n ⬝ᵥ r) ^ 2) := by ring
    _ ≤ _ := mul_le_mul_of_nonneg_right h3 hx.le

/-- A measurement axis `n` along which the vector `d + (r·d)/(1 - |r|²) r` lies
attains the bound. -/
theorem fisher_eq_qfi (r d n : Fin 3 → ℝ) (c : ℝ) (hr : r ⬝ᵥ r < 1) (hn : n ⬝ᵥ n = 1)
    (hc : sldVector r d = c • n) :
    (n ⬝ᵥ d) ^ 2 / (1 - (n ⬝ᵥ r) ^ 2) = qfi r d := by
  have hx : 0 < 1 - (n ⬝ᵥ r) ^ 2 := by linarith [(bloch_component_bound r n hr).2 hn]
  have hk : radialWeight r d * (1 - r ⬝ᵥ r) = r ⬝ᵥ d :=
    div_mul_cancel₀ _ (by linarith)
  have hq : qfi r d = d ⬝ᵥ d + radialWeight r d * (r ⬝ᵥ d) := by
    unfold qfi radialWeight; ring
  -- project `b = c n` on `n`, `r` and `d`
  have e : ∀ w : Fin 3 → ℝ, c * (w ⬝ᵥ n) = w ⬝ᵥ d + radialWeight r d * (w ⬝ᵥ r) :=
    fun w => by
      rw [← smul_eq_mul, ← dotProduct_smul, ← hc, sldVector, dotProduct_add,
        dotProduct_smul, smul_eq_mul]
  have e1 := e n
  have e2 := e r
  have e3 := e d
  rw [hn] at e1
  rw [dotProduct_comm r n] at e2
  rw [dotProduct_comm d n, dotProduct_comm d r] at e3
  have hy : n ⬝ᵥ d = c * (1 - (n ⬝ᵥ r) ^ 2) := by
    linear_combination (-1) * e1 + (n ⬝ᵥ r) * e2 - (n ⬝ᵥ r) * hk
  rw [div_eq_iff hx.ne', hq]
  linear_combination (n ⬝ᵥ d) * hy + (1 - (n ⬝ᵥ r) ^ 2) * e3

/-- For a mixed qubit state with Bloch vector `r` and parameter derivative `d`, the greatest
Fisher information over all spin measurements is `|d|² + (r·d)²/(1 - |r|²)`. -/
theorem isGreatest_fisherInfo (r : ℝ → Fin 3 → ℝ) (d : Fin 3 → ℝ) (θ : ℝ)
    (hd : HasDerivAt r d θ) (hr : r θ ⬝ᵥ r θ < 1) :
    IsGreatest {F | ∃ n : Fin 3 → ℝ, n ⬝ᵥ n = 1 ∧ F = fisherInfo r n θ}
      (d ⬝ᵥ d + (r θ ⬝ᵥ d) ^ 2 / (1 - r θ ⬝ᵥ r θ)) := by
  constructor
  · -- normalise the optimal direction; if it vanishes, any axis will do
    obtain ⟨n, c, hn, hc⟩ : ∃ (n : Fin 3 → ℝ) (c : ℝ),
        n ⬝ᵥ n = 1 ∧ sldVector (r θ) d = c • n := by
      generalize sldVector (r θ) d = b
      by_cases hb : b = 0
      · exact ⟨![1, 0, 0], 0, by simp [dotProduct, Fin.sum_univ_three], by simp [hb]⟩
      · have h0 : 0 ≤ b ⬝ᵥ b := Finset.sum_nonneg fun i _ => mul_self_nonneg (b i)
        have h1 : b ⬝ᵥ b ≠ 0 := fun h => hb (dotProduct_self_eq_zero.1 h)
        obtain ⟨s, hs, hss⟩ : ∃ s : ℝ, s ≠ 0 ∧ s * s = b ⬝ᵥ b :=
          ⟨√(b ⬝ᵥ b), (Real.sqrt_pos.2 (lt_of_le_of_ne h0 h1.symm)).ne',
            Real.mul_self_sqrt h0⟩
        refine ⟨s⁻¹ • b, s, ?_, (smul_inv_smul₀ hs b).symm⟩
        rw [smul_dotProduct, dotProduct_smul, ← hss, smul_eq_mul, smul_eq_mul,
          inv_mul_cancel_left₀ hs, inv_mul_cancel₀ hs]
    exact ⟨n, hn, by
      rw [fisherInfo_eq r d n θ hd hr hn, fisher_eq_qfi (r θ) d n c hr hn hc, qfi]⟩
  · rintro F ⟨n, hn, rfl⟩
    rw [fisherInfo_eq r d n θ hd hr hn]
    exact fisher_le_qfi (r θ) d n hr hn

/-- The operator `L = sld r d` is Hermitian, solves `(Lρ + ρL)/2 = (d·σ)/2`, and has
`tr(ρL²) = |d|² + (r·d)²/(1 - |r|²)`. -/
theorem sld_spec (r d : Fin 3 → ℝ) (hr : r ⬝ᵥ r < 1) :
    (sld r d)ᴴ = sld r d ∧
    (1 / 2 : ℂ) • (sld r d * blochMatrix r + blochMatrix r * sld r d)
      = (1 / 2 : ℂ) • pauliDot d ∧
    trace (blochMatrix r * (sld r d * sld r d)) = (qfi r d : ℂ) := by
  have hk : radialWeight r d * (1 - r ⬝ᵥ r) = r ⬝ᵥ d :=
    div_mul_cancel₀ _ (by linarith)
  have hq : qfi r d = d ⬝ᵥ d + radialWeight r d * (r ⬝ᵥ d) := by
    unfold qfi radialWeight; ring
  have herm : ∀ v, (pauliDot v)ᴴ = pauliDot v := fun v => by
    ext i j
    fin_cases i <;> fin_cases j <;> simp [pauliDot, sub_eq_add_neg]
  have anti : ∀ u v, pauliDot u * pauliDot v + pauliDot v * pauliDot u
      = (2 * ((u ⬝ᵥ v : ℝ) : ℂ)) • (1 : Matrix (Fin 2) (Fin 2) ℂ) := fun u v => by
    ext i j
    fin_cases i <;> fin_cases j <;>
      simp [pauliDot, dotProduct, Fin.sum_univ_three] <;>
      first
        | ring1
        | linear_combination (-2 * (u 1 : ℂ) * v 1) * Complex.I_sq
  have hL : sld r d = (-(radialWeight r d : ℂ)) • 1 +
      (pauliDot d + (radialWeight r d : ℂ) • pauliDot r) := by
    rw [sld, sldVector]
    congr 1
    ext i j
    fin_cases i <;> fin_cases j <;> simp [pauliDot] <;> ring
  have hkC : -(radialWeight r d : ℂ) + ((r ⬝ᵥ d : ℝ) : ℂ)
      + (radialWeight r d : ℂ) * ((r ⬝ᵥ r : ℝ) : ℂ) = 0 := by
    rw [← hk]; push_cast; ring
  have hS : sld r d * blochMatrix r + blochMatrix r * sld r d = pauliDot d := by
    have h1 : sld r d * blochMatrix r + blochMatrix r * sld r d =
        (-(radialWeight r d : ℂ)) • 1 + pauliDot d
        + (1 / 2 : ℂ) • (pauliDot d * pauliDot r + pauliDot r * pauliDot d)
        + ((radialWeight r d : ℂ) / 2) •
          (pauliDot r * pauliDot r + pauliDot r * pauliDot r) := by
      rw [hL, blochMatrix]
      simp only [smul_mul_assoc, mul_smul_comm, mul_add, add_mul, one_mul, mul_one]
      module
    rw [h1, anti, anti, dotProduct_comm d r]
    linear_combination (norm := module) hkC • (1 : Matrix (Fin 2) (Fin 2) ℂ)
  refine ⟨?_, by rw [hS], ?_⟩
  · rw [sld, conjTranspose_add, conjTranspose_smul, conjTranspose_one, herm]
    simp
  · -- by cyclicity, `tr(ρL²)` is half the trace of `(Lρ + ρL) L`
    have h2 : trace (pauliDot d * sld r d)
        = 2 * trace (blochMatrix r * (sld r d * sld r d)) := by
      rw [← hS, add_mul, trace_add, mul_assoc (sld r d), trace_mul_comm (sld r d),
        mul_assoc]
      ring
    have h3 : trace (pauliDot d * sld r d) = 2 * (qfi r d : ℂ) := by
      have t0 : trace (pauliDot d) = 0 := by simp [pauliDot, Matrix.trace_fin_two]
      rw [hL, hq]
      simp only [mul_add, mul_smul_comm, mul_one, trace_add, trace_smul, t0,
        trace_pauliDot_mul, smul_eq_mul, dotProduct_comm d r]
      push_cast
      ring
    linear_combination (1 / 2 : ℂ) * h3 - (1 / 2 : ℂ) * h2

end

end QubitFisherInformation
```

```lean
#print axioms QubitFisherInformation.isGreatest_fisherInfo
-- 'QubitFisherInformation.isGreatest_fisherInfo' depends on axioms: [propext, Classical.choice, Quot.sound]
#print axioms QubitFisherInformation.sld_spec
-- 'QubitFisherInformation.sld_spec' depends on axioms: [propext, Classical.choice, Quot.sound]
```

## How the proof follows the calculation

- `trace_pauliDot_mul` and `outcomeProb_eq` give the probabilities. `fisherInfo_eq` differentiates them component by component, and `field_simp` and `ring` combine the fractions.
- `bloch_component_bound` supplies Cauchy–Schwarz, with `nlinarith` fed the squared components of $r\times v$. It also shows $x^2<1$, so both probabilities are positive.
- `fisher_le_qfi` expands the inequality at $v=b-cn$. `fisher_eq_qfi` projects $b=cn$ on $n$, $r$ and $d$, and `linear_combination` assembles the equality.
- `isGreatest_fisherInfo` normalises $b$, treating $b=0$ separately, and joins the two halves.
- `sld_spec` uses the anticommutator `anti` for the operator equation and cyclicity of the trace for the second moment.
